# The derivative of $j_0$ that converts gradient to Laplacian plane-wave elements in a muffin-tin sphere

## Definitions and sign conventions

Let $K$ and $K'$ be distinct wave vectors in Euclidean three-space, $q=\|K-K'\|$, and $R>0$ the radius of a muffin-tin sphere centred at the origin. The spherical Bessel functions are

$$j_0(x)=\frac{\sin x}{x},\quad j_0(0)=1,\qquad j_1(x)=\frac{\sin x}{x^2}-\frac{\cos x}{x}\quad(x\neq0).$$

The plane waves are unnormalised, and the left one is conjugated. Their overlap in the sphere is

$$S=4\pi\int_0^R r^2 j_0(qr)\,dr .$$

The gradient element $K\cdot K'\,S$ is the sphere integral of $\nabla e^{-iK\cdot r}\cdot\nabla e^{iK'\cdot r}$, where $r$ in an exponent is the position vector and elsewhere its length. The Laplacian element $\|K'\|^2S$ is that of $e^{-iK\cdot r}(-\nabla^2)e^{iK'\cdot r}$. Neither includes the kinetic-energy factor $\tfrac12$ of Hartree units.

## The identity

$$\frac{d}{dt}\,j_0(R\|K-tK'\|)\Big|_{t=1}=\frac{R\,(K\cdot K'-\|K'\|^2)\,j_1(qR)}{q},$$

and the gradient element minus the Laplacian element is $4\pi R$ times this derivative.

## Kinetic energy in the interstitial region

An APW code can obtain interstitial plane-wave integrals by subtracting spheres from the unit cell. The kinetic energy may be written in either form, but the two differ by a surface term: by Green's identity, the gradient element minus the Laplacian element in a sphere is the integral of $e^{-iK\cdot r}\,\partial_\nu e^{iK'\cdot r}$ over its surface, with $\partial_\nu$ the outward normal derivative. Subtracting the sphere reverses the sign of this term in the interstitial integral. The identity above evaluates this term for one origin-centred sphere and plane waves alone, without the augmented part of the basis. The Laplacian element is in general not symmetric in $K$ and $K'$, whereas the gradient element is. Both are real for this origin-centred sphere, so symmetry here means Hermiticity, and a kinetic matrix that is not Hermitian can be a sign that a surface term is missing.

## Derivation

For $x\neq0$, the quotient rule gives $j_0'(x)=\cos x/x-\sin x/x^2=-j_1(x)$.

Write $n(t)=\|K-tK'\|$. Then

$$n^2=\|K\|^2-2t\,K\cdot K'+t^2\|K'\|^2,\qquad n'=\frac{t\|K'\|^2-K\cdot K'}{n}$$

wherever $n\neq0$. The chain rule yields

$$\frac{d}{dt}j_0(Rn)=-R\,n'\,j_1(Rn)=\frac{R\,(K\cdot K'-t\|K'\|^2)\,j_1(Rn)}{n},$$

and $t=1$, where $n=q$, gives the identity.

For the overlap, $r^2j_0(qr)=r\sin(qr)/q$ has the antiderivative $[\sin(qr)-qr\cos(qr)]/q^3$, which vanishes at $r=0$. Hence

$$S=4\pi\,\frac{\sin(qR)-qR\cos(qR)}{q^3}=\frac{4\pi R^2 j_1(qR)}{q}.$$

Multiplying by $K\cdot K'-\|K'\|^2$ gives $4\pi R$ times the derivative above.

Exchanging $K$ and $K'$ leaves $S$ unchanged, so the Laplacian element is symmetric exactly when $(\|K'\|^2-\|K\|^2)S=0$, that is, when $\|K\|=\|K'\|$ or $j_1(qR)=0$.

## The Lean file

```lean
import Mathlib

open MeasureTheory

namespace SlaterAPWKinetic

noncomputable section

/-- Wave vectors in Euclidean three-space. -/
abbrev WaveVector := EuclideanSpace ℝ (Fin 3)

/-- The spherical Bessel function of order zero, with its value 1 at the origin. -/
def j0 (x : ℝ) : ℝ := if x = 0 then 1 else Real.sin x / x

/-- The spherical Bessel function of order one, for nonzero argument. -/
def j1 (x : ℝ) : ℝ := Real.sin x / x ^ 2 - Real.cos x / x

/-- The overlap of the plane waves `K` and `K'` inside a muffin-tin sphere of radius `R`
centred at the origin, written as a radial integral. -/
def sphereOverlap (R : ℝ) (K K' : WaveVector) : ℝ :=
  4 * Real.pi * ∫ r in (0 : ℝ)..R, r ^ 2 * j0 (‖K - K'‖ * r)

/-- The sphere integral of the dot product of the gradients of two plane waves, the left one
conjugated: `K · K'` times their overlap. -/
def gradientElement (R : ℝ) (K K' : WaveVector) : ℝ :=
  inner ℝ K K' * sphereOverlap R K K'

/-- The sphere integral with minus the Laplacian acting on the plane wave `K'`:
`‖K'‖²` times the overlap. -/
def laplacianElement (R : ℝ) (K K' : WaveVector) : ℝ :=
  ‖K'‖ ^ 2 * sphereOverlap R K K'

/-- The average of `cos (x u)` over the polar cosine `u` is `j0 x`. -/
theorem j0_eq_polar_average (x : ℝ) :
    j0 x = (1 / 2) * ∫ u in (-1 : ℝ)..1, Real.cos (x * u) := by
  by_cases hx : x = 0
  · subst hx
    simp [j0]
    try norm_num
  · have hd : ∀ u ∈ Set.uIcc (-1 : ℝ) 1,
        HasDerivAt (fun s : ℝ => Real.sin (x * s) / x) (Real.cos (x * u)) u := by
      intro u _
      have hl : HasDerivAt (fun s : ℝ => x * s) x u := by
        simpa using (hasDerivAt_id' u).const_mul x
      exact (hl.sin.div_const x).congr_deriv (mul_div_cancel_right₀ _ hx)
    have hc : Continuous (fun u : ℝ => Real.cos (x * u)) := by fun_prop
    rw [intervalIntegral.integral_eq_sub_of_hasDerivAt hd (hc.intervalIntegrable _ _)]
    simp only [j0, if_neg hx, mul_one, mul_neg, Real.sin_neg]
    ring

/-- Away from the origin the derivative of `j0` is `-j1`. -/
theorem hasDerivAt_j0 {x : ℝ} (hx : x ≠ 0) : HasDerivAt j0 (-j1 x) x := by
  have h := (Real.hasDerivAt_sin x).fun_div (hasDerivAt_id' x) hx
  have h2 := h.congr_of_eventuallyEq (f₁ := j0) (by
    filter_upwards [isOpen_ne.mem_nhds hx] with y hy
    have hy' : y ≠ 0 := hy
    simp [j0, hy'])
  refine h2.congr_deriv ?_
  unfold j1
  field_simp
  ring

/-- The rate of change of the momentum transfer `‖K - t K'‖` when `K'` is scaled by `t`, at any `t`
for which `K` differs from `t K'`. -/
theorem hasDerivAt_transfer (K K' : WaveVector) {t : ℝ} (h0 : K - t • K' ≠ 0) :
    HasDerivAt (fun s : ℝ => ‖K - s • K'‖)
      ((t * ‖K'‖ ^ 2 - inner ℝ K K') / ‖K - t • K'‖) t := by
  -- the squared norm is a quadratic polynomial in the scaling parameter
  have hsq : ∀ s : ℝ, ‖K - s • K'‖ ^ 2
      = ‖K‖ ^ 2 - 2 * (s * inner ℝ K K') + s * s * ‖K'‖ ^ 2 := by
    intro s
    rw [norm_sub_sq_real, real_inner_smul_right, norm_smul, mul_pow, Real.norm_eq_abs, sq_abs]
    ring
  have hp : HasDerivAt (fun s : ℝ => ‖K - s • K'‖ ^ 2)
      (2 * (t * ‖K'‖ ^ 2 - inner ℝ K K')) t := by
    rw [funext hsq]
    have h1 := ((hasDerivAt_id' t).mul_const (inner ℝ K K')).const_mul 2
    have h2 := ((hasDerivAt_id' t).fun_mul (hasDerivAt_id' t)).mul_const (‖K'‖ ^ 2)
    exact ((h1.const_sub (‖K‖ ^ 2)).fun_add h2).congr_deriv (by ring)
  have h := hp.sqrt (pow_ne_zero 2 (norm_ne_zero_iff.mpr h0))
  simp only [Real.sqrt_sq, norm_nonneg] at h
  exact h.congr_deriv (mul_div_mul_left _ _ two_ne_zero)

/-- The derivative of `j0 (R ‖K - t K'‖)` at any scaling `t` for which `K` differs from `t K'`. -/
theorem hasDerivAt_j0_transfer {R : ℝ} (hR : 0 < R) (K K' : WaveVector) {t : ℝ}
    (h0 : K - t • K' ≠ 0) :
    HasDerivAt (fun s : ℝ => j0 (R * ‖K - s • K'‖))
      (R * (inner ℝ K K' - t * ‖K'‖ ^ 2) * j1 (R * ‖K - t • K'‖) / ‖K - t • K'‖) t := by
  have hx : R * ‖K - t • K'‖ ≠ 0 := mul_ne_zero hR.ne' (norm_ne_zero_iff.mpr h0)
  have h := (hasDerivAt_j0 hx).comp t ((hasDerivAt_transfer K K' h0).const_mul R)
  exact h.congr_deriv (by ring)

/-- For distinct wave vectors with `q = ‖K - K'‖`, the derivative of `j0 (R ‖K - t K'‖)` at
`t = 1` is `R (K · K' - ‖K'‖²) j1 (q R) / q`. -/
theorem apw_surface_derivative {R : ℝ} (hR : 0 < R) {K K' : WaveVector} (hK : K ≠ K') :
    HasDerivAt (fun t : ℝ => j0 (R * ‖K - t • K'‖))
      (R * (inner ℝ K K' - ‖K'‖ ^ 2) * j1 (‖K - K'‖ * R) / ‖K - K'‖) 1 := by
  have h0 : K - (1 : ℝ) • K' ≠ 0 := by
    rw [one_smul]
    exact sub_ne_zero.mpr hK
  have h := hasDerivAt_j0_transfer hR K K' h0
  rw [one_smul ℝ K', one_mul, mul_comm R ‖K - K'‖] at h
  exact h

/-- The overlap of two distinct plane waves in the muffin-tin sphere is
`4π R² j1 (q R) / q` with `q = ‖K - K'‖`. -/
theorem sphereOverlap_eq {R : ℝ} (hR : 0 < R) {K K' : WaveVector} (hK : K ≠ K') :
    sphereOverlap R K K' = 4 * Real.pi * (R ^ 2 * j1 (‖K - K'‖ * R) / ‖K - K'‖) := by
  have hq : ‖K - K'‖ ≠ 0 := norm_ne_zero_iff.mpr (sub_ne_zero.mpr hK)
  unfold sphereOverlap
  generalize ‖K - K'‖ = q at hq ⊢
  have he : ∀ r : ℝ, r ^ 2 * j0 (q * r) = r * Real.sin (q * r) / q := by
    intro r
    by_cases hr : r = 0
    · simp [hr]
    · simp only [j0, if_neg (mul_ne_zero hq hr)]
      field_simp
  -- an explicit antiderivative of the radial integrand
  have hd : ∀ r ∈ Set.uIcc (0 : ℝ) R, HasDerivAt
      (fun s : ℝ => (Real.sin (q * s) - q * s * Real.cos (q * s)) / q ^ 3)
      (r * Real.sin (q * r) / q) r := by
    intro r _
    have hl : HasDerivAt (fun s : ℝ => q * s) q r := by
      simpa using (hasDerivAt_id' r).const_mul q
    refine ((hl.sin.fun_sub (hl.fun_mul hl.cos)).div_const (q ^ 3)).congr_deriv ?_
    field_simp
    ring
  have hc : Continuous (fun r : ℝ => r * Real.sin (q * r) / q) := by fun_prop
  simp only [he]
  rw [intervalIntegral.integral_eq_sub_of_hasDerivAt hd (hc.intervalIntegrable _ _)]
  have hR' : R ≠ 0 := hR.ne'
  congr 1
  simp only [j1, mul_zero, Real.sin_zero, zero_mul, sub_zero, zero_div]
  field_simp

/-- The gradient element minus the Laplacian element equals `4π R` times the derivative of
`j0 (R ‖K - t K'‖)` at `t = 1`. -/
theorem gradient_sub_laplacian {R : ℝ} (hR : 0 < R) {K K' : WaveVector} (hK : K ≠ K') :
    gradientElement R K K' - laplacianElement R K K'
      = 4 * Real.pi * R * deriv (fun t : ℝ => j0 (R * ‖K - t • K'‖)) 1 := by
  rw [(apw_surface_derivative hR hK).deriv]
  unfold gradientElement laplacianElement
  rw [sphereOverlap_eq hR hK]
  ring

/-- For distinct wave vectors the Laplacian element is symmetric under their exchange exactly
when they have equal length or `j1 (q R)` vanishes, where `q = ‖K - K'‖`. -/
theorem laplacianElement_symm_iff {R : ℝ} (hR : 0 < R) {K K' : WaveVector} (hK : K ≠ K') :
    laplacianElement R K K' = laplacianElement R K' K ↔
      ‖K‖ = ‖K'‖ ∨ j1 (‖K - K'‖ * R) = 0 := by
  have hq : ‖K - K'‖ ≠ 0 := norm_ne_zero_iff.mpr (sub_ne_zero.mpr hK)
  unfold laplacianElement
  rw [sphereOverlap_eq hR hK, sphereOverlap_eq hR hK.symm, norm_sub_rev K' K]
  constructor
  · intro h
    by_cases hj : j1 (‖K - K'‖ * R) = 0
    · exact Or.inr hj
    · -- a nonzero overlap can be cancelled
      have hC : 4 * Real.pi * (R ^ 2 * j1 (‖K - K'‖ * R) / ‖K - K'‖) ≠ 0 :=
        mul_ne_zero (by positivity) (div_ne_zero (mul_ne_zero (by positivity) hj) hq)
      have h2 := mul_right_cancel₀ hC h
      exact Or.inl ((sq_eq_sq₀ (norm_nonneg _) (norm_nonneg _)).mp h2).symm
  · rintro (h | h)
    · rw [h]
    · simp [h]

end

end SlaterAPWKinetic
```

```lean
#print axioms SlaterAPWKinetic.j0_eq_polar_average
-- 'SlaterAPWKinetic.j0_eq_polar_average' depends on axioms: [propext, Classical.choice, Quot.sound]
#print axioms SlaterAPWKinetic.gradient_sub_laplacian
-- 'SlaterAPWKinetic.gradient_sub_laplacian' depends on axioms: [propext, Classical.choice, Quot.sound]
#print axioms SlaterAPWKinetic.laplacianElement_symm_iff
-- 'SlaterAPWKinetic.laplacianElement_symm_iff' depends on axioms: [propext, Classical.choice, Quot.sound]
```

## From the Lean statements to the sphere integrals

`WaveVector` is real Euclidean three-space, `inner ℝ K K'` is $K\cdot K'$, and `t • K'` is the scaled vector. No lattice is assumed. In `apw_surface_derivative`, `HasDerivAt` says that the function is differentiable at $t=1$ with the stated derivative; `hR` and `hK` are the conditions $R>0$ and $K\neq K'$.

The proof follows the derivation:

- `hasDerivAt_j0` applies the quotient rule, then transfers the result to `j0`, which agrees with $\sin x/x$ near any nonzero point.
- `hasDerivAt_transfer` differentiates the quadratic `hsq` and takes the square root, which is where $K\neq tK'$ is needed.
- `hasDerivAt_j0_transfer` composes the two, and `apw_surface_derivative` sets $t=1$.
- `sphereOverlap_eq` checks the antiderivative and applies the fundamental theorem of calculus.
- `gradient_sub_laplacian` substitutes both closed forms, and `ring` finishes the algebra.
- `laplacianElement_symm_iff` cancels the overlap when $j_1(qR)\neq0$.

The overlap is defined as a radial integral, and the two elements as multiples of it. Their reading as three-dimensional integrals of plane waves rests on the usual angular integration and on differentiating the exponentials. `j0_eq_polar_average` supplies the polar step, $j_0(x)=\tfrac12\int_{-1}^{1}\cos(xu)\,du$, including $x=0$.

The closed forms exclude $K=K'$, so a code that evaluates them as written has to treat the diagonal elements separately; there the defining integral gives $S=4\pi R^3/3$. The theorems concern exact real numbers and give no bound on rounding error at small $qR$. They also leave out the phase factors of displaced spheres and the matching to radial functions.
